# Second-order Brillouin–Wigner theory is not size consistent

I take the second-order Brillouin–Wigner correlation energy to be a negative root of $E=\sum_i w_i/(E-D_i)$, with excitation gaps $D_i>0$ and squared couplings $w_i\ge 0$, since the equation can have positive roots as well. For two fragments A and B that do not interact, the energy of the pair should be $E_A+E_B$. Because $E$ also sits in the denominators, I expect the pair to come out too high, though still below either fragment alone:

$$E_A+E_B<E_{AB}<\min(E_A,E_B).$$

Can this be made rigorous and checked by machine?

## One shared energy in all the denominators

Yes. The choice that matters is how to describe the pair. Let the perturbation have zero expectation value in the reference state; a constant shift can be moved into the zeroth-order Hamiltonian. Without interaction, the product reference state couples directly only to states in which one fragment is excited. The pair therefore has the gaps and squared couplings of A together with those of B, but a single energy $E_{AB}$ enters every denominator.

Write $D_i,w_i$ for the data of A, $D'_k,w'_k$ for those of B, and

$$f_A(E)=\sum_i\frac{w_i}{E-D_i},\qquad f_B(E)=\sum_k\frac{w'_k}{E-D'_k}.$$

The three energies satisfy $E_A=f_A(E_A)$, $E_B=f_B(E_B)$ and $E_{AB}=f_A(E_{AB})+f_B(E_{AB})$, and all are negative.

**Sign and slope.** If all $w_i$ were zero, $f_A$ would vanish and could have no negative root, so some $w_i$ is positive. For $E\le 0$ every denominator is negative, hence $f_A(E)<0$. For $E<E'\le 0$,

$$\frac{w_i}{E-D_i}-\frac{w_i}{E'-D_i}=\frac{w_i(E'-E)}{(E-D_i)(E'-D_i)}\ge 0,$$

with strict inequality where $w_i>0$. So $f_A$ is strictly decreasing on $E\le 0$. The same holds for $f_B$.

**Existence and uniqueness.** Suppose some $w_i>0$, and put $a=f_A(0)<0$. The continuous function $E-f_A(E)$ equals $f_A(0)-f_A(a)<0$ at $a$ and $-f_A(0)>0$ at $0$, so it vanishes in between. It is strictly increasing, so there is only one such root.

**Upper bound.** Since $f_B(E_{AB})<0$, we have $E_{AB}<f_A(E_{AB})$. If $E_{AB}\ge E_A$ held, monotonicity would give $f_A(E_{AB})\le f_A(E_A)=E_A\le E_{AB}$, a contradiction. Thus $E_{AB}<E_A$, and likewise $E_{AB}<E_B$.

**Lower bound.** The lower common energy weakens both contributions: $f_A(E_{AB})>f_A(E_A)=E_A$ and $f_B(E_{AB})>E_B$. Adding them gives $E_{AB}>E_A+E_B$.

**Many copies.** Multiplying the root equation by $E$ gives

$$E^2=\sum_i w_i\frac{E}{E-D_i}\le\sum_i w_i,$$

because $0<E/(E-D_i)<1$. For $N+1$ identical copies with total energy $E_N$, the right-hand side becomes $(N+1)\sum_i w_i$, so

$$\frac{|E_N|}{N+1}\le\sqrt{\frac{\sum_i w_i}{N+1}}\longrightarrow 0.$$

Here is the complete Lean file.

```lean
import Mathlib

open Filter Topology

namespace BrillouinWignerSizeConsistency

noncomputable section

variable {ι κ : Type*} [Fintype ι] [Fintype κ]

/-- The second-order Brillouin-Wigner sum `∑ w / (E - D)` at trial energy `E`, for excitation gaps
`D` and squared couplings `w`. A term whose denominator is zero counts as zero, by Lean's convention
for division. -/
def bwSum (D w : ι → ℝ) (E : ℝ) : ℝ := ∑ i, w i / (E - D i)

/-- `E` is a second-order Brillouin-Wigner correlation energy: a negative solution of
`E = ∑ w / (E - D)`. -/
def IsBWEnergy (D w : ι → ℝ) (E : ℝ) : Prop := E < 0 ∧ E = bwSum D w E

/-- The gaps (or weights) of `N` identical non-interacting copies of a system. -/
def copies (N : ℕ) (x : ι → ℝ) : Fin N × ι → ℝ := fun p => x p.2

/-- At a common trial energy the second-order sum of two fragments is the sum of the
fragment contributions. -/
theorem bwSum_union (D w : ι → ℝ) (D' w' : κ → ℝ) (E : ℝ) :
    bwSum (Sum.elim D D') (Sum.elim w w') E = bwSum D w E + bwSum D' w' E := by
  simp [bwSum, Fintype.sum_sum_type]

/-- With positive gaps and at least one non-zero coupling, the second-order sum is negative at
every trial energy `E ≤ 0`. -/
theorem bwSum_neg {D w : ι → ℝ} (hD : ∀ i, 0 < D i) (hw : ∀ i, 0 ≤ w i)
    (hpos : ∃ i, 0 < w i) {E : ℝ} (hE : E ≤ 0) : bwSum D w E < 0 := by
  obtain ⟨j, hj⟩ := hpos
  have hden : ∀ i, E - D i < 0 := fun i => by linarith [hD i]
  have h : ∑ i, w i / (E - D i) < ∑ _i : ι, (0 : ℝ) :=
    Finset.sum_lt_sum
      (fun i _ => div_nonpos_of_nonneg_of_nonpos (hw i) (hden i).le)
      ⟨j, Finset.mem_univ j, div_neg_of_pos_of_neg hj (hden j)⟩
  rw [Finset.sum_const_zero] at h
  exact h

/-- With positive gaps and at least one non-zero coupling, the second-order sum strictly
decreases as the trial energy rises towards zero. -/
theorem bwSum_strictAntiOn {D w : ι → ℝ} (hD : ∀ i, 0 < D i) (hw : ∀ i, 0 ≤ w i)
    (hpos : ∃ i, 0 < w i) : StrictAntiOn (bwSum D w) (Set.Iic 0) := by
  intro E hE E' hE' hlt
  have hE0 : E ≤ 0 := hE
  have hE0' : E' ≤ 0 := hE'
  obtain ⟨j, hj⟩ := hpos
  have hden : ∀ i, 0 < (E - D i) * (E' - D i) := fun i =>
    mul_pos_of_neg_of_neg (by linarith [hD i]) (by linarith [hD i])
  -- the difference of two corresponding terms as a single fraction
  have key : ∀ i, w i / (E - D i) - w i / (E' - D i)
      = w i * (E' - E) / ((E - D i) * (E' - D i)) := by
    intro i
    have h1 : E - D i ≠ 0 := ne_of_lt (by linarith [hD i])
    have h2 : E' - D i ≠ 0 := ne_of_lt (by linarith [hD i])
    rw [div_sub_div _ _ h1 h2]
    congr 1
    ring
  refine Finset.sum_lt_sum (fun i _ => ?_) ⟨j, Finset.mem_univ j, ?_⟩
  · have h := div_nonneg (mul_nonneg (hw i) (sub_pos.mpr hlt).le) (hden i).le
    linarith [key i]
  · have h := div_pos (mul_pos hj (sub_pos.mpr hlt)) (hden j)
    linarith [key j]

/-- A system with positive gaps and at least one non-zero coupling has exactly one
second-order Brillouin-Wigner energy. -/
theorem existsUnique_energy {D w : ι → ℝ} (hD : ∀ i, 0 < D i) (hw : ∀ i, 0 ≤ w i)
    (hpos : ∃ i, 0 < w i) : ∃! E, IsBWEnergy D w E := by
  have hanti := bwSum_strictAntiOn hD hw hpos
  obtain ⟨a, ha⟩ : ∃ a, a = bwSum D w 0 := ⟨_, rfl⟩
  have ha0 : a < 0 := ha ▸ bwSum_neg hD hw hpos le_rfl
  have hfa : bwSum D w 0 < bwSum D w a := hanti ha0.le (le_refl (0 : ℝ)) ha0
  have hcont : ContinuousOn (fun E => E - bwSum D w E) (Set.Icc a 0) := by
    unfold bwSum
    refine continuousOn_id.sub (continuousOn_finsetSum _ fun i _ => ?_)
    refine continuousOn_const.div (continuousOn_id.sub continuousOn_const) fun x hx => ?_
    have hx0 : x - D i < 0 := by linarith [hD i, hx.2]
    exact hx0.ne
  -- `E - bwSum E` changes sign between `a` and `0`
  obtain ⟨E, hE, hroot⟩ := intermediate_value_Icc ha0.le hcont
    (show (0 : ℝ) ∈ Set.Icc (a - bwSum D w a) (0 - bwSum D w 0) from
      ⟨by linarith, by linarith⟩)
  have heq : E = bwSum D w E := sub_eq_zero.mp hroot
  have hneg : E < 0 := by linarith [bwSum_neg hD hw hpos hE.2]
  refine ⟨E, ⟨hneg, heq⟩, fun E' h' => ?_⟩
  rcases lt_trichotomy E' E with h | h | h
  · linarith [hanti h'.1.le hneg.le h, h'.2]
  · exact h
  · linarith [hanti hneg.le h'.1.le h, h'.2]

/-- A negative Brillouin-Wigner energy requires at least one non-zero coupling. -/
theorem exists_pos_weight {D w : ι → ℝ} (hw : ∀ i, 0 ≤ w i) {E : ℝ}
    (h : IsBWEnergy D w E) : ∃ i, 0 < w i := by
  by_contra hn
  have hz : bwSum D w E = 0 := Finset.sum_eq_zero fun i _ => by
    rw [le_antisymm (not_lt.mp fun hi => hn ⟨i, hi⟩) (hw i), zero_div]
  linarith [h.1, h.2]

/-- For positive gaps, a negative trial energy that lies below its own second-order sum lies below
the Brillouin-Wigner energy. -/
theorem lt_energy_of_lt_bwSum {D w : ι → ℝ} (hD : ∀ i, 0 < D i) (hw : ∀ i, 0 ≤ w i)
    {E E' : ℝ} (h : IsBWEnergy D w E) (hE' : E' < 0) (hlt : E' < bwSum D w E') :
    E' < E := by
  by_contra hn
  have hmono := (bwSum_strictAntiOn hD hw (exists_pos_weight hw h)).antitoneOn
    h.1.le hE'.le (not_lt.mp hn)
  linarith [h.2, not_lt.mp hn]

/-- Size-consistency error of second-order Brillouin-Wigner theory: for positive gaps, the energy of
two non-interacting fragments lies strictly above the sum of the fragment energies and strictly
below each of them. -/
theorem size_consistency_error {D w : ι → ℝ} {D' w' : κ → ℝ}
    (hD : ∀ i, 0 < D i) (hw : ∀ i, 0 ≤ w i) (hD' : ∀ k, 0 < D' k) (hw' : ∀ k, 0 ≤ w' k)
    {EA EB EAB : ℝ} (hA : IsBWEnergy D w EA) (hB : IsBWEnergy D' w' EB)
    (hAB : IsBWEnergy (Sum.elim D D') (Sum.elim w w') EAB) :
    EA + EB < EAB ∧ EAB < min EA EB := by
  have hpA := exists_pos_weight hw hA
  have hpB := exists_pos_weight hw' hB
  have hsum := hAB.2
  rw [bwSum_union] at hsum
  -- the partner fragment pushes the common energy below each fragment energy
  have h1 : EAB < EA := lt_energy_of_lt_bwSum hD hw hA hAB.1
    (by linarith [bwSum_neg hD' hw' hpB hAB.1.le])
  have h2 : EAB < EB := lt_energy_of_lt_bwSum hD' hw' hB hAB.1
    (by linarith [bwSum_neg hD hw hpA hAB.1.le])
  -- the lower common energy weakens each fragment contribution
  have h3 := bwSum_strictAntiOn hD hw hpA hAB.1.le hA.1.le h1
  have h4 := bwSum_strictAntiOn hD' hw' hpB hAB.1.le hB.1.le h2
  exact ⟨by linarith [hA.2, hB.2], lt_min h1 h2⟩

/-- For positive gaps, the square of a Brillouin-Wigner energy is at most the total squared
coupling. -/
theorem energy_sq_le {D w : ι → ℝ} (hD : ∀ i, 0 < D i) (hw : ∀ i, 0 ≤ w i) {E : ℝ}
    (h : IsBWEnergy D w E) : E ^ 2 ≤ ∑ i, w i := by
  calc E ^ 2 = E * bwSum D w E := by rw [← h.2, sq]
    _ = ∑ i, E * (w i / (E - D i)) := by rw [bwSum, Finset.mul_sum]
    _ ≤ ∑ i, w i := by
      refine Finset.sum_le_sum fun i _ => ?_
      have hden : E - D i < 0 := by linarith [hD i, h.1]
      rw [← mul_div_assoc, div_le_iff_of_neg hden]
      nlinarith [mul_nonneg (hw i) (hD i).le]

/-- For `N + 1` identical non-interacting copies, the Brillouin-Wigner energy per copy tends
to zero as `N` grows. -/
theorem energy_per_copy_tendsto_zero {D w : ι → ℝ} (hD : ∀ i, 0 < D i)
    (hw : ∀ i, 0 ≤ w i) {E : ℕ → ℝ}
    (h : ∀ N, IsBWEnergy (copies (N + 1) D) (copies (N + 1) w) (E N)) :
    Tendsto (fun N : ℕ => E N / ((N : ℝ) + 1)) atTop (𝓝 0) := by
  have hlim := ((tendsto_one_div_add_atTop_nhds_zero_nat (𝕜 := ℝ)).const_mul
    (∑ i, w i)).sqrt
  rw [mul_zero, Real.sqrt_zero] at hlim
  refine squeeze_zero_norm (fun N => ?_) hlim
  rw [Real.norm_eq_abs]
  apply Real.abs_le_sqrt
  -- the total squared coupling grows only linearly with the number of copies
  have hb : E N ^ 2 ≤ ((N : ℝ) + 1) * ∑ i, w i := by
    have h0 := energy_sq_le (D := copies (N + 1) D) (w := copies (N + 1) w)
      (fun p => hD p.2) (fun p => hw p.2) (h N)
    have hs : ∑ p, copies (N + 1) w p = ((N : ℝ) + 1) * ∑ i, w i := by
      simp [copies, Fintype.sum_prod_type]
    rwa [hs] at h0
  have hN : (0 : ℝ) < (N : ℝ) + 1 := by positivity
  rw [div_pow, mul_one_div, div_le_div_iff₀ (by positivity) hN]
  nlinarith [mul_le_mul_of_nonneg_right hb hN.le]

end

end BrillouinWignerSizeConsistency
```

```lean
#print axioms BrillouinWignerSizeConsistency.existsUnique_energy
#print axioms BrillouinWignerSizeConsistency.size_consistency_error
#print axioms BrillouinWignerSizeConsistency.energy_per_copy_tendsto_zero
```

```
'BrillouinWignerSizeConsistency.existsUnique_energy' depends on axioms: [propext, Classical.choice, Quot.sound]
'BrillouinWignerSizeConsistency.size_consistency_error' depends on axioms: [propext, Classical.choice, Quot.sound]
'BrillouinWignerSizeConsistency.energy_per_copy_tendsto_zero' depends on axioms: [propext, Classical.choice, Quot.sound]
```

## What the Lean statements say about the fragments

The finite types `ι` and `κ` label the excited states of A and B. `bwSum D w E` is $f_A(E)$, and `IsBWEnergy D w E` says that $E$ is negative and solves the root equation. The pair is indexed by the disjoint union of the two types, with `Sum.elim D D'` and `Sum.elim w w'` as its gaps and squared couplings.

`size_consistency_error` takes positive gaps, non-negative squared couplings and one root for each of A, B and the pair, and concludes both inequalities. It does not ask for a positive coupling, because `exists_pos_weight` derives one from the negative root. `existsUnique_energy` shows that each fragment with at least one positive coupling has exactly one such energy, and it applies equally to the pair.

In `energy_per_copy_tendsto_zero`, `E N` is the energy of `N + 1` copies, so the sequence starts with a single system.

The gaps and couplings are given real numbers, not derived from a Hamiltonian. The statements concern finitely many excited states and the second-order sum only. Within that model, the energy of two fragments that no longer interact lies above the sum of the separately computed energies, and the correlation energy per copy of a growing collection of non-interacting copies tends to zero.

## How the proof follows the derivation

`bwSum_union` splits the pair's sum at a common energy. `bwSum_neg` and `bwSum_strictAntiOn` prove sign and slope by comparing sums term by term; `key` in the latter is the displayed difference of fractions.

`existsUnique_energy` applies `intermediate_value_Icc` between $a$ and $0$, then rules out a second root by comparing the two candidates. `lt_energy_of_lt_bwSum` is the contradiction used for the upper bound.

In `size_consistency_error`, `h1` and `h2` place $E_{AB}$ below each fragment energy. `h3` and `h4` are the two weakened contributions, and `linarith` adds them.

`energy_sq_le` bounds $E^2$ term by term. After multiplication by the negative denominator, each comparison reduces to $w_iD_i\ge 0$. The last theorem inserts the total coupling of the copies and squeezes the absolute value of the energy per copy between zero and the square-root bound.

## Comparison with Rayleigh–Schrödinger, and a negative gap

The same monotonicity compares the two perturbation theories at second order. Since $E_A<0$, we get $E_A=f_A(E_A)>f_A(0)=-\sum_i w_i/D_i$, so the Brillouin–Wigner energy lies above the Rayleigh–Schrödinger one. The latter is additive over the fragments, because its denominators do not contain the energy.

If a gap is negative, so that the reference is not the lowest zeroth-order state, the pair can have several negative roots, and the upper bound can fail for one of them. Give A one state with $D=-3$, $w=4$, and B one state with $D'=1$, $w'=6$. Then $E_A=-4$ and $E_B=-2$ are negative roots, and $E_{AB}=-1$ is one for the pair, since $4/2+6/(-2)=-1$. This root lies above both fragment energies. The pair's other negative root, $(-1-\sqrt{57})/2\approx-4.27$, lies below both.
